# Two Time Orderings Sum to the Product of the Pulse Areas

When two pulses drive a resonant two-step transition, the second-order amplitude has a part in which each pulse acts exactly once. The nested time integral for this part can be replaced by two single integrals multiplied together, whatever the pulse shapes, if both time orderings enter with the same prefactor and no detuning phase distinguishes the first step from the second. If one pulse drives both steps, again with no detuning phase, there is a single ordering to count, and the replacement is half the square of one integral.

Let $T\ge 0$, and let $f$ and $g$ be complex-valued fields, continuous on $[0,T]$. The claim is

$$\int_0^T\!\!\int_0^t \bigl[f(t)g(s)+g(t)f(s)\bigr]\,ds\,dt=\Bigl(\int_0^T f(t)\,dt\Bigr)\Bigl(\int_0^T g(t)\,dt\Bigr).$$

Here $s$ is the time of the earlier interaction and $t$ that of the later one.

## The integrand as a total derivative

Define the accumulated pulse areas

$$F(t)=\int_0^t f(s)\,ds,\qquad G(t)=\int_0^t g(s)\,ds .$$

In the inner integral $t$ is fixed, so $f(t)$ and $g(t)$ come out as constants:

$$\int_0^t \bigl[f(t)g(s)+g(t)f(s)\bigr]\,ds=f(t)G(t)+F(t)g(t).$$

Since $F'=f$ and $G'=g$ for $0<t<T$, the right-hand side is $(FG)'(t)$. Integrating from $0$ to $T$ gives $F(T)G(T)-F(0)G(0)$, and $F(0)=G(0)=0$, which proves the claim.

Now write the amplitude for one ordering, with $g$ acting first and $f$ last, as

$$A_{fg}(T)=\int_0^T\!\!\int_0^t f(t)g(s)\,ds\,dt .$$

Splitting the integral above gives $A_{fg}(T)+A_{gf}(T)=F(T)G(T)$. For $g=f$ the two terms are equal, so $2A_{ff}(T)=F(T)^2$ and

$$A_{ff}(T)=\tfrac12F(T)^2 .$$

For $n$ interactions with one field, set $A_0(T)=1$ and $A_{n+1}(T)=\int_0^T f(t)A_n(t)\,dt$. Then $A_n(T)=F(T)^n/n!$. This holds for $n=0$, and if it holds for $n$ at every time up to $T$, then

$$A_{n+1}(T)=\int_0^T f(t)\frac{F(t)^n}{n!}\,dt=\int_0^T\frac{d}{dt}\frac{F(t)^{n+1}}{(n+1)!}\,dt=\frac{F(T)^{n+1}}{(n+1)!}.$$

When the fields differ, a single ordering need not equal half the product of the areas. Take $f(t)=1$ and $g(s)=s$. Then $A_{fg}(T)=\int_0^T t^2/2\,dt=T^3/6$, while half the product of the areas is $\tfrac12\cdot T\cdot T^2/2=T^3/4$. The reverse ordering gives $\int_0^T t\cdot t\,dt=T^3/3$, and the two orderings together restore the full product $T^3/2$.

## Fields and ordered amplitudes in Lean

```lean
import Mathlib

open MeasureTheory Set

namespace TwoPhotonTimeOrdering

noncomputable section
```

A field is a function `ℝ → ℂ`. It is defined for all times, but the general theorems constrain it only on `Icc 0 T`, the closed interval $[0,T]$. Complex values allow a pulse envelope to carry a phase.

```lean
/-- The complex pulse area accumulated by the field `f` between time `0` and time `t`. -/
def pulseArea (f : ℝ → ℂ) (t : ℝ) : ℂ := ∫ s in (0 : ℝ)..t, f s
```

`pulseArea f t` is $F(t)$. No dipole moment or $\hbar$ appears: if $f$ is a Rabi frequency, the area is dimensionless, and if $f$ is an electric field, the coupling has to be supplied separately.

```lean
/-- The time-ordered two-photon integral in which `g` acts first, at time `s`, and `f` acts last,
at time `t`. -/
def orderedAmplitude (f g : ℝ → ℂ) (T : ℝ) : ℂ :=
  ∫ t in (0 : ℝ)..T, ∫ s in (0 : ℝ)..t, f t * g s
```

`orderedAmplitude f g T` is $A_{fg}(T)$. The first argument is the field that acts last, as in an operator product read from right to left. Prefactors of perturbation theory are omitted, so adding two such amplitudes amounts to assuming a common prefactor for both orderings. An off-resonant intermediate state would attach different phases to the earlier and later times, and that case is not covered.

```lean
/-- The time-ordered integral for `n` interactions with one field `f`, built up by adding the
last interaction. -/
def multiphotonAmplitude (f : ℝ → ℂ) : ℕ → ℝ → ℂ
  | 0, _ => 1
  | n + 1, T => ∫ t in (0 : ℝ)..T, f t * multiphotonAmplitude f n t
```

`multiphotonAmplitude f n T` is $A_n(T)$, with the recursion adding the latest interaction. The factors are numbers and therefore commute; a time-ordered product of non-commuting Hamiltonians does not in general reduce in this way.

## Continuity and slope of the pulse area

```lean
/-- The pulse area of a continuous field is a continuous function of time. -/
theorem continuousOn_pulseArea {f : ℝ → ℂ} {T : ℝ} (hT : 0 ≤ T)
    (hf : ContinuousOn f (Icc 0 T)) :
    ContinuousOn (fun t => pulseArea f t) (Icc 0 T) := by
  have h := intervalIntegral.continuousOn_primitive_interval (μ := volume) (f := f)
    (a := 0) (b := T) (by rw [uIcc_of_le hT]; exact hf.integrableOn_Icc)
  rw [uIcc_of_le hT] at h
  exact h
```

A field continuous on a closed interval is integrable there, and the integral up to a variable endpoint is then continuous. This supplies the behaviour of $F$ at $0$ and $T$ that the fundamental theorem of calculus needs.

```lean
/-- During the pulse, the rate of change of the pulse area is the instantaneous field. -/
theorem hasDerivAt_pulseArea {f : ℝ → ℂ} {T t : ℝ}
    (hf : ContinuousOn f (Icc 0 T)) (ht : t ∈ Ioo 0 T) :
    HasDerivAt (fun u => pulseArea f u) (f t) t := by
  have hint : IntervalIntegrable f volume 0 t :=
    (hf.mono (Icc_subset_Icc_right ht.2.le)).intervalIntegrable_of_Icc ht.1.le
  have hmeas : StronglyMeasurableAtFilter f (nhds t) volume :=
    (hf.mono Ioo_subset_Icc_self).stronglyMeasurableAtFilter isOpen_Ioo t ht
  exact intervalIntegral.integral_hasDerivAt_right hint hmeas
    (hf.continuousAt (Icc_mem_nhds ht.1 ht.2))
```

This is $F'(t)=f(t)$, stated for `t ∈ Ioo 0 T`, the open interval. At an endpoint, a two-sided derivative would depend on the field outside the pulse, about which nothing is assumed. The proof collects integrability up to $t$, measurability near $t$ and continuity at $t$, and passes them to Mathlib's theorem on differentiating an integral with respect to its upper limit.

## The product and the half square

```lean
/-- Two fields integrated over `s ≤ t`, with both assignments of the fields to the two times,
give the product of their pulse areas. -/
theorem integral_both_orderings {f g : ℝ → ℂ} {T : ℝ} (hT : 0 ≤ T)
    (hf : ContinuousOn f (Icc 0 T)) (hg : ContinuousOn g (Icc 0 T)) :
    (∫ t in (0 : ℝ)..T, ∫ s in (0 : ℝ)..t, (f t * g s + g t * f s)) =
      (∫ t in (0 : ℝ)..T, f t) * (∫ t in (0 : ℝ)..T, g t) := by
  have hF := continuousOn_pulseArea hT hf
  have hG := continuousOn_pulseArea hT hg
  -- the earlier interaction integrates to a pulse area
  have inner_eq : (∫ t in (0 : ℝ)..T, ∫ s in (0 : ℝ)..t, (f t * g s + g t * f s)) =
      ∫ t in (0 : ℝ)..T, (f t * pulseArea g t + pulseArea f t * g t) := by
    apply intervalIntegral.integral_congr
    intro t ht
    rw [uIcc_of_le hT] at ht
    have hfi : IntervalIntegrable f volume 0 t :=
      (hf.mono (Icc_subset_Icc_right ht.2)).intervalIntegrable_of_Icc ht.1
    have hgi : IntervalIntegrable g volume 0 t :=
      (hg.mono (Icc_subset_Icc_right ht.2)).intervalIntegrable_of_Icc ht.1
    change (∫ s in (0 : ℝ)..t, (f t * g s + g t * f s)) =
      f t * pulseArea g t + pulseArea f t * g t
    rw [intervalIntegral.integral_add (hgi.const_mul (f t)) (hfi.const_mul (g t)),
      intervalIntegral.integral_const_mul, intervalIntegral.integral_const_mul]
    unfold pulseArea
    ring
  -- the integrand is now the derivative of the product of the areas
  have ftc : (∫ t in (0 : ℝ)..T, (f t * pulseArea g t + pulseArea f t * g t)) =
      pulseArea f T * pulseArea g T - pulseArea f 0 * pulseArea g 0 :=
    intervalIntegral.integral_eq_sub_of_hasDerivAt_of_le
      (f := fun t => pulseArea f t * pulseArea g t) hT (hF.mul hG)
      (fun t ht => (hasDerivAt_pulseArea hf ht).fun_mul (hasDerivAt_pulseArea hg ht))
      (((hf.mul hG).add (hF.mul hg)).intervalIntegrable_of_Icc hT)
  rw [inner_eq, ftc]
  simp [pulseArea]
```

The statement is the displayed claim, with `hT` for $T\ge0$ and `hf`, `hg` for continuity. Nothing requires the fields to be different. Two separate pulses that can each drive either step require both assignments of the fields to the two times, even if their shapes coincide; a single pulse that drives both steps has only one.

The proof has the two stages of the calculation. `inner_eq` evaluates the inner integral by splitting the sum and extracting the constants $f(t)$ and $g(t)$. `ftc` then applies the fundamental theorem to $FG$, using continuity on the closed interval, the product rule inside it and integrability of the derivative. The final simplification removes the term at time $0$.

```lean
/-- The amplitude with `g` first and the amplitude with `f` first add up to the product of the
two pulse areas. -/
theorem orderedAmplitude_add_swap {f g : ℝ → ℂ} {T : ℝ} (hT : 0 ≤ T)
    (hf : ContinuousOn f (Icc 0 T)) (hg : ContinuousOn g (Icc 0 T)) :
    orderedAmplitude f g T + orderedAmplitude g f T = pulseArea f T * pulseArea g T := by
  have h1 : IntervalIntegrable (fun t => ∫ s in (0 : ℝ)..t, f t * g s) volume 0 T := by
    simp only [intervalIntegral.integral_const_mul]
    exact (hf.mul (continuousOn_pulseArea hT hg)).intervalIntegrable_of_Icc hT
  have h2 : IntervalIntegrable (fun t => ∫ s in (0 : ℝ)..t, g t * f s) volume 0 T := by
    simp only [intervalIntegral.integral_const_mul]
    exact (hg.mul (continuousOn_pulseArea hT hf)).intervalIntegrable_of_Icc hT
  unfold orderedAmplitude
  rw [← intervalIntegral.integral_add h1 h2]
  refine Eq.trans ?_ (integral_both_orderings hT hf hg)
  apply intervalIntegral.integral_congr
  intro t ht
  rw [uIcc_of_le hT] at ht
  have hfi : IntervalIntegrable f volume 0 t :=
    (hf.mono (Icc_subset_Icc_right ht.2)).intervalIntegrable_of_Icc ht.1
  have hgi : IntervalIntegrable g volume 0 t :=
    (hg.mono (Icc_subset_Icc_right ht.2)).intervalIntegrable_of_Icc ht.1
  exact (intervalIntegral.integral_add (hgi.const_mul (f t)) (hfi.const_mul (g t))).symm
```

In words, $A_{fg}(T)+A_{gf}(T)=F(T)G(T)$. The facts `h1` and `h2` establish that each outer integrand is integrable, which permits the two outer integrals to be combined. The inner integrals are then combined at each $t$, and the previous theorem finishes the argument.

```lean
/-- A single field acting twice, with one time ordering, gives half the square of its pulse
area. -/
theorem orderedAmplitude_self {f : ℝ → ℂ} {T : ℝ} (hT : 0 ≤ T)
    (hf : ContinuousOn f (Icc 0 T)) :
    orderedAmplitude f f T = pulseArea f T ^ 2 / 2 := by
  linear_combination (orderedAmplitude_add_swap hT hf hf) / 2
```

Setting both fields equal to $f$ in the preceding theorem gives $2A_{ff}(T)=F(T)^2$; `linear_combination` divides this by two.

## Repeated action of one field

```lean
/-- A single field acting `n` times in time order gives the `n`-th power of its pulse area
divided by `n!`. -/
theorem multiphotonAmplitude_eq {f : ℝ → ℂ} {T : ℝ} (hT : 0 ≤ T)
    (hf : ContinuousOn f (Icc 0 T)) (n : ℕ) :
    multiphotonAmplitude f n T = pulseArea f T ^ n / (n.factorial : ℂ) := by
  induction n generalizing T with
  | zero => simp [multiphotonAmplitude]
  | succ n ih =>
    have hF := continuousOn_pulseArea hT hf
    -- insert the result for the first `n` interactions
    have step : multiphotonAmplitude f (n + 1) T =
        ∫ t in (0 : ℝ)..T, f t * (pulseArea f t ^ n / (n.factorial : ℂ)) := by
      rw [multiphotonAmplitude]
      apply intervalIntegral.integral_congr
      intro t ht
      rw [uIcc_of_le hT] at ht
      change f t * multiphotonAmplitude f n t = f t * (pulseArea f t ^ n / (n.factorial : ℂ))
      rw [ih ht.1 (hf.mono (Icc_subset_Icc_right ht.2))]
    have hn : (n.factorial : ℂ) ≠ 0 := Nat.cast_ne_zero.mpr n.factorial_ne_zero
    have hn1 : (n : ℂ) + 1 ≠ 0 := Nat.cast_add_one_ne_zero n
    -- the last interaction raises the power of the area by one
    have ftc := intervalIntegral.integral_eq_sub_of_hasDerivAt_of_le
      (f := fun t => pulseArea f t ^ (n + 1) / ((n + 1).factorial : ℂ))
      (f' := fun t => f t * (pulseArea f t ^ n / (n.factorial : ℂ))) hT
      ((hF.pow (n + 1)).div_const _)
      (fun t ht => by
        refine (((hasDerivAt_pulseArea hf ht).fun_pow (n + 1)).div_const _).congr_deriv ?_
        rw [Nat.factorial_succ, Nat.add_sub_cancel]
        push_cast
        field_simp)
      ((hf.mul ((hF.pow n).div_const _)).intervalIntegrable_of_Icc hT)
    rw [step, ftc]
    simp [pulseArea]
```

The theorem states $A_n(T)=F(T)^n/n!$ for every natural number $n$, including $n=0$. The induction is carried out with `generalizing T`, because the integral for $n+1$ interactions needs the formula for $n$ at every intermediate time $t$, not only at the final time. `step` inserts that formula under the integral. `ftc` then recognises the integrand as the derivative of $F^{n+1}/(n+1)!$, where the factor $n+1$ produced by differentiating the power cancels against the factorial.

## Unequal contributions from the two orderings

```lean
/-- For a constant field and a linearly rising field, both present from time `0` to time `T`, the
ordering in which the rising field acts first gives `T³/6`, whereas half the product of the pulse
areas is `T³/4`. -/
theorem one_ordering_constant_linear (T : ℝ) :
    orderedAmplitude (fun _ => 1) (fun s => (s : ℂ)) T = (T : ℂ) ^ 3 / 6 ∧
      pulseArea (fun _ => 1) T * pulseArea (fun s => (s : ℂ)) T / 2 = (T : ℂ) ^ 3 / 4 := by
  have h (t : ℝ) : (∫ s in (0 : ℝ)..t, (s : ℂ)) = ((t ^ 2 / 2 : ℝ) : ℂ) := by
    rw [intervalIntegral.integral_ofReal, integral_id]
    norm_num
  constructor
  · unfold orderedAmplitude
    simp only [one_mul, h]
    rw [intervalIntegral.integral_ofReal, intervalIntegral.integral_div, integral_pow]
    push_cast
    ring
  · have h1 : pulseArea (fun _ => 1) T = (T : ℂ) := by simp [pulseArea]
    rw [h1, pulseArea, h]
    push_cast
    ring

end

end TwoPhotonTimeOrdering
```

The two parts of the conjunction are the values $T^3/6$ and $T^3/4$ found above, for arbitrary real $T$. They differ whenever $T\neq0$. The auxiliary statement `h` evaluates $\int_0^t s\,ds=t^2/2$ as a real integral and transfers it to the complex numbers; the first part then integrates $t^2/2$ once more, and the second multiplies the two areas.

```lean
#print axioms TwoPhotonTimeOrdering.orderedAmplitude_self
#print axioms TwoPhotonTimeOrdering.multiphotonAmplitude_eq
#print axioms TwoPhotonTimeOrdering.one_ordering_constant_linear
```

```
'TwoPhotonTimeOrdering.orderedAmplitude_self' depends on axioms: [propext, Classical.choice, Quot.sound]
'TwoPhotonTimeOrdering.multiphotonAmplitude_eq' depends on axioms: [propext, Classical.choice, Quot.sound]
'TwoPhotonTimeOrdering.one_ordering_constant_linear' depends on axioms: [propext, Classical.choice, Quot.sound]
```

## The same identity on a square of interaction times

The statement could also have been modelled as a two-dimensional integral of $f(t)g(s)$ over the square $[0,T]\times[0,T]$. The diagonal $s=t$ has zero area and cuts the square into two triangles, one for each ordering; exchanging the names of $s$ and $t$ in one triangle turns its contribution into the second term of the integrand. Fubini's theorem then replaces the product rule, and integrability of the fields is enough in place of continuity. That version would admit rectangular pulses that switch on or off abruptly within $[0,T]$, at the price of working with integrals over regions of the plane.
